# Second-order corrections to a level unsplit at first order exist exactly for eigenvectors of the second-order matrix

A diagonaliser returns an arbitrary orthonormal basis for a degenerate level. If the perturbation does not split the level at first order, a perturbation code can build the matrix of second-order couplings within the level and diagonalise it. The eigenvectors are the states to correct, and the eigenvalues are their second-order energies.

Let H0 be a finite Hermitian matrix, E0 one of its levels, P the orthogonal projector on that level and V the perturbation. The reduced resolvent R equals 1/(E0 − H0) off the level and zero on it. Assume that

PVP = E1 P.

Physically, every state of the level has the same first-order energy E1, and V does not directly couple orthogonal states of the level. This happens with E1 = 0, for instance, when a selection rule forbids all matrix elements of V within the level. A state ψ0 = Pψ0 then has corrections ψ1 and ψ2 solving the first- and second-order equations if and only if

PVRV ψ0 = E2 ψ0.

## Building and diagonalising the coupling matrix

With i and j labelling an orthonormal basis of the level, and k the eigenvectors of H0 outside it with energies E_k, the matrix to diagonalise is

K_ij = Σ_k V_ik V_kj / (E0 − E_k).

Its dimension is the degeneracy of the level. Before using it, a code should check that the block V_ij is E1 times the unit matrix. In floating point it also needs a tolerance to decide which energies belong to the level, since a near-degenerate state left in the sum produces a very small denominator.

In a finite half-filled Hubbard cluster, with the on-site repulsion as H0 and hopping as V, this matrix on the singly occupied configurations gives the second-order exchange couplings.

## From the perturbation equations to the secular equation

Expanding the eigenvalue equation of H0 + λV in powers of λ gives, at first and second order,

(E0 − H0)ψ1 = (V − E1)ψ0

(E0 − H0)ψ2 = (V − E1)ψ1 − E2 ψ0.

The eigen-decomposition of H0 gives

H0 P = P H0 = E0 P

(E0 − H0)R = R(E0 − H0) = 1 − P

PR = RP = 0.

**First order.** Apply R to the first equation. Since Rψ0 = RPψ0 = 0, the result is (1 − P)ψ1 = RVψ0, or

ψ1 = RVψ0 + Pψ1.

Conversely, any ψ1 of this form satisfies

(E0 − H0)ψ1 = (1 − P)Vψ0 = Vψ0 − PVPψ0 = (V − E1)ψ0.

The part Pψ1 within the level remains free.

**Necessity at second order.** Apply P to the second equation. The left side vanishes, leaving

0 = PVψ1 − E1 Pψ1 − E2 ψ0.

Inserting the form of ψ1 gives

PVψ1 = PVRVψ0 + PVPψ1 = PVRVψ0 + E1 Pψ1.

The free part cancels, and PVRVψ0 = E2 ψ0 remains.

**Sufficiency.** Suppose that the secular equation holds. Take ψ1 = RVψ0, so that Pψ1 = 0, and ψ2 = R(V − E1)ψ1. The first equation holds by the result above, and

(E0 − H0)ψ2 = (1 − P)(V − E1)ψ1 = (V − E1)ψ1 − PVψ1 = (V − E1)ψ1 − E2 ψ0.

**Orthogonality.** For Hermitian V, the matrix PVRVP is Hermitian. If ψ and φ in the level have real second-order energies x and y, evaluating ⟨φ|PVRVP|ψ⟩ from both sides gives

(x − y)⟨φ|ψ⟩ = 0.

States with different second-order energies are therefore orthogonal.

**A three-level example.** Let two states at energy 0 couple to a third at energy 1 with real strengths a and b. Here PVP = 0, and R is −1 on the third state. If a and b are not both zero, the normalised solutions are, up to a phase,

(a, b, 0)/√(a² + b²), with E2 = −(a² + b²)

(b, −a, 0)/√(a² + b²), with E2 = 0.

The first combination is lowered and the second is decoupled from the third state. The Lean code uses the same vectors without the normalising factor.

## The Lean file

```lean
import Mathlib

open Matrix

namespace DegenerateSecondOrder

noncomputable section

variable {n : Type*} [Fintype n] [DecidableEq n] {H0 : Matrix n n ℂ}

/-- The function `f(H0)` of a Hermitian matrix, formed in its eigenbasis. -/
def spectralFn (hH : H0.IsHermitian) (f : ℝ → ℝ) : Matrix n n ℂ :=
  (hH.eigenvectorUnitary : Matrix n n ℂ) *
    diagonal (fun i => ((f (hH.eigenvalues i) : ℝ) : ℂ)) *
    star (hH.eigenvectorUnitary : Matrix n n ℂ)

/-- The projector `P` on the level `E0` of `H0`. -/
def levelProjector (hH : H0.IsHermitian) (E0 : ℝ) : Matrix n n ℂ :=
  spectralFn hH (fun x => if x = E0 then 1 else 0)

/-- The reduced resolvent `R`: it is `1 / (E0 - H0)` off the level `E0` and zero on it. -/
def reducedResolvent (hH : H0.IsHermitian) (E0 : ℝ) : Matrix n n ℂ :=
  spectralFn hH (fun x => if x = E0 then 0 else (E0 - x)⁻¹)

/-- The first-order equation `H0 ψ1 + V ψ0 = E0 ψ1 + E1 ψ0`. -/
def SolvesFirst (H0 V : Matrix n n ℂ) (E0 : ℝ) (E1 : ℂ) (ψ0 ψ1 : n → ℂ) : Prop :=
  H0 *ᵥ ψ1 + V *ᵥ ψ0 = (E0 : ℂ) • ψ1 + E1 • ψ0

/-- The second-order equation `H0 ψ2 + V ψ1 = E0 ψ2 + E1 ψ1 + E2 ψ0`. -/
def SolvesSecond (H0 V : Matrix n n ℂ) (E0 : ℝ) (E1 E2 : ℂ) (ψ0 ψ1 ψ2 : n → ℂ) : Prop :=
  H0 *ᵥ ψ2 + V *ᵥ ψ1 = (E0 : ℂ) • ψ2 + E1 • ψ1 + E2 • ψ0

/-- Functions of `H0` multiply, add and scale pointwise; the identity function gives `H0`
and the constant one gives the unit matrix. -/
theorem spectralFn_calculus (hH : H0.IsHermitian) :
    (∀ f g, spectralFn hH f * spectralFn hH g = spectralFn hH (fun x => f x * g x)) ∧
    (∀ f g, spectralFn hH f + spectralFn hH g = spectralFn hH (fun x => f x + g x)) ∧
    (∀ (c : ℝ) f, (c : ℂ) • spectralFn hH f = spectralFn hH (fun x => c * f x)) ∧
    spectralFn hH (fun x => x) = H0 ∧ spectralFn hH (fun _ => 1) = 1 := by
  have hU := Matrix.mem_unitaryGroup_iff'.mp hH.eigenvectorUnitary.2
  have hU' := Matrix.mem_unitaryGroup_iff.mp hH.eigenvectorUnitary.2
  refine ⟨fun f g => ?_, fun f g => ?_, fun c f => ?_, ?_, ?_⟩
  · have hd : diagonal (fun i => ((f (hH.eigenvalues i) * g (hH.eigenvalues i) : ℝ) : ℂ)) =
        diagonal (fun i => ((f (hH.eigenvalues i) : ℝ) : ℂ)) *
          diagonal (fun i => ((g (hH.eigenvalues i) : ℝ) : ℂ)) := by
      rw [diagonal_mul_diagonal]
      simp
    unfold spectralFn
    rw [hd]
    simp only [mul_assoc]
    rw [← mul_assoc (star _) (hH.eigenvectorUnitary : Matrix n n ℂ), hU, one_mul]
  · unfold spectralFn
    rw [← add_mul, ← mul_add, diagonal_add]
    simp
  · unfold spectralFn
    rw [← Matrix.smul_mul, ← Matrix.mul_smul, ← diagonal_smul]
    congr 3
    funext i
    simp
  · have h := hH.spectral_theorem
    rw [Unitary.conjStarAlgAut_apply] at h
    exact h.symm
  · simp only [spectralFn, Complex.ofReal_one, diagonal_one, mul_one]
    exact hU'

/-- A real function of a Hermitian matrix is Hermitian. -/
theorem spectralFn_isHermitian (hH : H0.IsHermitian) (f : ℝ → ℝ) :
    (spectralFn hH f)ᴴ = spectralFn hH f := by
  have hd : (diagonal (fun i => ((f (hH.eigenvalues i) : ℝ) : ℂ)))ᴴ =
      diagonal (fun i => ((f (hH.eigenvalues i) : ℝ) : ℂ)) := by
    rw [diagonal_conjTranspose]
    congr 1
    funext i
    exact Complex.conj_ofReal _
  unfold spectralFn
  rw [conjTranspose_mul, conjTranspose_mul, hd, star_eq_conjTranspose,
    conjTranspose_conjTranspose, mul_assoc]

/-- `H0` acts as `E0` on the level, `R` inverts `E0 - H0` off the level from either side,
and `P` and `R` annihilate each other. -/
theorem resolvent_relations (hH : H0.IsHermitian) (E0 : ℝ) :
    let P := levelProjector hH E0
    let R := reducedResolvent hH E0
    H0 * P = (E0 : ℂ) • P ∧ P * H0 = (E0 : ℂ) • P ∧
    H0 * R + 1 = (E0 : ℂ) • R + P ∧ R * H0 + 1 = (E0 : ℂ) • R + P ∧
    P * R = 0 ∧ R * P = 0 := by
  obtain ⟨hm, ha, hs, hid, h1⟩ := spectralFn_calculus hH
  have hl (f : ℝ → ℝ) : H0 * spectralFn hH f = spectralFn hH (fun x => x * f x) := by
    rw [← hm (fun x => x) f, hid]
  have hr (f : ℝ → ℝ) : spectralFn hH f * H0 = spectralFn hH (fun x => f x * x) := by
    rw [← hm f (fun x => x), hid]
  have h0 : spectralFn hH (fun _ => 0) = 0 := by simp [spectralFn]
  dsimp only [levelProjector, reducedResolvent]
  rw [← h1, ← h0]
  simp only [hl, hr, hm, hs, ha]
  -- each relation is now an identity between functions of the energy
  refine ⟨?_, ?_, ?_, ?_, ?_, ?_⟩ <;>
    refine congrArg (spectralFn hH) (funext fun x => ?_) <;>
    by_cases h : x = E0
  all_goals first
    | (simp [h]; done)
    | (have hi : (E0 - x) * (E0 - x)⁻¹ = 1 :=
        mul_inv_cancel₀ (sub_ne_zero.mpr (Ne.symm h))
       simp only [h, if_false]
       linear_combination -hi)

/-- The vectors fixed by `P` are those with `H0 v = E0 v`. -/
theorem levelProjector_fixes_iff (hH : H0.IsHermitian) (E0 : ℝ) (v : n → ℂ) :
    levelProjector hH E0 *ᵥ v = v ↔ H0 *ᵥ v = (E0 : ℂ) • v := by
  obtain ⟨hHP, -, -, hRH, -, -⟩ := resolvent_relations hH E0
  constructor
  · intro h
    rw [← h, mulVec_mulVec, hHP, smul_mulVec]
  · intro h
    have e := congrArg (· *ᵥ v) hRH
    simp only [add_mulVec, smul_mulVec, one_mulVec, ← mulVec_mulVec, h, mulVec_smul] at e
    exact (add_left_cancel e).symm

/-- If `PVP = E1 P`, the first-order corrections to a state `ψ0` of the level are the vectors
whose part outside the level is `R V ψ0`. -/
theorem solvesFirst_iff (hH : H0.IsHermitian) (V : Matrix n n ℂ) (E0 : ℝ) (E1 : ℂ)
    (hV : levelProjector hH E0 * V * levelProjector hH E0 = E1 • levelProjector hH E0)
    (ψ0 ψ1 : n → ℂ) (h0 : levelProjector hH E0 *ᵥ ψ0 = ψ0) :
    SolvesFirst H0 V E0 E1 ψ0 ψ1 ↔
      ψ1 = reducedResolvent hH E0 *ᵥ (V *ᵥ ψ0) + levelProjector hH E0 *ᵥ ψ1 := by
  obtain ⟨hHP, -, hHR, hRH, -, hRP⟩ := resolvent_relations hH E0
  set P := levelProjector hH E0
  set R := reducedResolvent hH E0
  unfold SolvesFirst
  constructor
  · intro h
    have hR0 : R *ᵥ ψ0 = 0 := by rw [← h0, mulVec_mulVec, hRP, zero_mulVec]
    have e := congrArg (· *ᵥ ψ1) hRH
    simp only [add_mulVec, smul_mulVec, one_mulVec, ← mulVec_mulVec] at e
    -- apply the reduced resolvent to the first-order equation
    have k := congrArg (R *ᵥ ·) h
    simp only [mulVec_add, mulVec_smul, hR0, smul_zero, add_zero] at k
    linear_combination (norm := module) e - k
  · intro h
    have e := congrArg (· *ᵥ (V *ᵥ ψ0)) hHR
    simp only [add_mulVec, smul_mulVec, one_mulVec, ← mulVec_mulVec] at e
    have p := congrArg (· *ᵥ ψ0) hV
    simp only [smul_mulVec, ← mulVec_mulVec, h0] at p
    have q := congrArg (· *ᵥ ψ1) hHP
    simp only [smul_mulVec, ← mulVec_mulVec] at q
    have k := congrArg (H0 *ᵥ ·) h
    simp only [mulVec_add] at k
    linear_combination (norm := module) k + e + p + q - (E0 : ℂ) • h

/-- If `PVP = E1 P`, a state `ψ0` of the level admits corrections solving the first- and
second-order equations if and only if `P V R V ψ0 = E2 ψ0`. -/
theorem exists_corrections_iff (hH : H0.IsHermitian) (V : Matrix n n ℂ) (E0 : ℝ) (E1 E2 : ℂ)
    (hV : levelProjector hH E0 * V * levelProjector hH E0 = E1 • levelProjector hH E0)
    (ψ0 : n → ℂ) (h0 : levelProjector hH E0 *ᵥ ψ0 = ψ0) :
    (∃ ψ1 ψ2, SolvesFirst H0 V E0 E1 ψ0 ψ1 ∧ SolvesSecond H0 V E0 E1 E2 ψ0 ψ1 ψ2) ↔
      (levelProjector hH E0 * V * reducedResolvent hH E0 * V) *ᵥ ψ0 = E2 • ψ0 := by
  have first := solvesFirst_iff hH V E0 E1 hV ψ0
  obtain ⟨-, hPH, hHR, -, hPR, -⟩ := resolvent_relations hH E0
  set P := levelProjector hH E0
  set R := reducedResolvent hH E0
  simp only [← mulVec_mulVec]
  constructor
  · rintro ⟨ψ1, ψ2, h1, h2⟩
    have s := congrArg (fun v => P *ᵥ (V *ᵥ v)) ((first ψ1 h0).mp h1)
    simp only [mulVec_add] at s
    have p := congrArg (· *ᵥ ψ1) hV
    simp only [smul_mulVec, ← mulVec_mulVec] at p
    have q := congrArg (· *ᵥ ψ2) hPH
    simp only [smul_mulVec, ← mulVec_mulVec] at q
    -- project the second-order equation on the level
    have k := congrArg (P *ᵥ ·) h2
    simp only [mulVec_add, mulVec_smul, h0] at k
    linear_combination (norm := module) k - s - p - q
  · intro h
    have hP1 : P *ᵥ (R *ᵥ (V *ᵥ ψ0)) = 0 := by rw [mulVec_mulVec, hPR, zero_mulVec]
    refine ⟨R *ᵥ (V *ᵥ ψ0), R *ᵥ (V *ᵥ (R *ᵥ (V *ᵥ ψ0)) - E1 • (R *ᵥ (V *ᵥ ψ0))),
      (first _ h0).mpr (by rw [hP1, add_zero]), ?_⟩
    have e := congrArg (· *ᵥ (V *ᵥ (R *ᵥ (V *ᵥ ψ0)) - E1 • (R *ᵥ (V *ᵥ ψ0)))) hHR
    simp only [add_mulVec, smul_mulVec, one_mulVec, ← mulVec_mulVec] at e
    have p : P *ᵥ (V *ᵥ (R *ᵥ (V *ᵥ ψ0)) - E1 • (R *ᵥ (V *ᵥ ψ0))) = E2 • ψ0 := by
      rw [mulVec_sub, mulVec_smul, hP1, h, smul_zero, sub_zero]
    unfold SolvesSecond
    linear_combination (norm := module) e + p

/-- For Hermitian `V` with `PVP = E1 P`, two states of the level that admit corrections through
second order with different real second-order energies are orthogonal. -/
theorem orthogonal_of_ne (hH : H0.IsHermitian) {V : Matrix n n ℂ} (hVH : V.IsHermitian)
    (E0 : ℝ) (E1 : ℂ) {x y : ℝ} (hxy : x ≠ y)
    (hV : levelProjector hH E0 * V * levelProjector hH E0 = E1 • levelProjector hH E0)
    {ψ φ : n → ℂ} (hψ : levelProjector hH E0 *ᵥ ψ = ψ) (hφ : levelProjector hH E0 *ᵥ φ = φ)
    (sψ : ∃ ψ1 ψ2, SolvesFirst H0 V E0 E1 ψ ψ1 ∧ SolvesSecond H0 V E0 E1 x ψ ψ1 ψ2)
    (sφ : ∃ φ1 φ2, SolvesFirst H0 V E0 E1 φ φ1 ∧ SolvesSecond H0 V E0 E1 y φ φ1 φ2) :
    star φ ⬝ᵥ ψ = 0 := by
  have a := (exists_corrections_iff hH V E0 E1 x hV ψ hψ).mp sψ
  have b := (exists_corrections_iff hH V E0 E1 y hV φ hφ).mp sφ
  have hP : (levelProjector hH E0)ᴴ = levelProjector hH E0 := spectralFn_isHermitian hH _
  have hR : (reducedResolvent hH E0)ᴴ = reducedResolvent hH E0 := spectralFn_isHermitian hH _
  set P := levelProjector hH E0
  set R := reducedResolvent hH E0
  -- the second-order operator on the level is Hermitian
  have hK : (P * V * R * V * P)ᴴ = P * V * R * V * P := by
    simp only [conjTranspose_mul, hP, hR, hVH.eq, mul_assoc]
  have k : star φ ⬝ᵥ ((P * V * R * V * P) *ᵥ ψ) =
      star ((P * V * R * V * P) *ᵥ φ) ⬝ᵥ ψ := by
    rw [star_mulVec, hK, dotProduct_mulVec]
  rw [← mulVec_mulVec ψ, ← mulVec_mulVec φ, hψ, hφ, a, b] at k
  simp only [dotProduct_smul, star_smul, smul_dotProduct, smul_eq_mul, Complex.star_def,
    Complex.conj_ofReal] at k
  have hne : (x : ℂ) - y ≠ 0 := sub_ne_zero.mpr (by exact_mod_cast hxy)
  exact (mul_eq_zero.mp (by linear_combination k : ((x : ℂ) - y) * (star φ ⬝ᵥ ψ) = 0)).resolve_left
    hne

/-- Three levels with energies 0, 0 and 1. -/
def threeLevel : Matrix (Fin 3) (Fin 3) ℂ := !![0, 0, 0; 0, 0, 0; 0, 0, 1]

/-- Real couplings `a` and `b` of the two degenerate states to the third. -/
def coupling (a b : ℝ) : Matrix (Fin 3) (Fin 3) ℂ := !![0, 0, a; 0, 0, b; a, b, 0]

/-- The three-level Hamiltonian is Hermitian. -/
theorem threeLevel_isHermitian : threeLevel.IsHermitian := by
  ext i j
  fin_cases i <;> fin_cases j <;> simp [threeLevel, conjTranspose_apply]

/-- In the three-level system `PVP = 0`, and `P V R V` has the vectors `(a, b, 0)` and
`(b, -a, 0)` of the level as solutions with `E2 = -(a² + b²)` and `E2 = 0`. -/
theorem threeLevel_witness (a b : ℝ) :
    let P := levelProjector threeLevel_isHermitian 0
    let R := reducedResolvent threeLevel_isHermitian 0
    let V := coupling a b
    V.IsHermitian ∧ P * V * P = (0 : ℂ) • P ∧
    P *ᵥ ![(a : ℂ), b, 0] = ![(a : ℂ), b, 0] ∧ P *ᵥ ![(b : ℂ), -a, 0] = ![(b : ℂ), -a, 0] ∧
    (P * V * R * V) *ᵥ ![(a : ℂ), b, 0] = (-((a : ℂ) ^ 2 + b ^ 2)) • ![(a : ℂ), b, 0] ∧
    (P * V * R * V) *ᵥ ![(b : ℂ), -a, 0] = (0 : ℂ) • ![(b : ℂ), -a, 0] := by
  obtain ⟨h1, -, h3, -, h5, -⟩ := resolvent_relations threeLevel_isHermitian 0
  simp only [Complex.ofReal_zero, zero_smul, zero_add] at h1 h3
  have hi : threeLevel * threeLevel = threeLevel := by
    ext i j
    fin_cases i <;> fin_cases j <;> simp [threeLevel, Matrix.mul_apply, Fin.sum_univ_succ]
  -- since `H0² = H0`, the projector is `1 - H0` and the reduced resolvent is `-H0`
  have hHR : threeLevel * reducedResolvent threeLevel_isHermitian 0 = -threeLevel := by
    rw [← h3, mul_add, ← mul_assoc, hi, mul_one] at h1
    exact eq_neg_of_add_eq_zero_left h1
  have hP' : levelProjector threeLevel_isHermitian 0 = 1 - threeLevel := by
    rw [← h3, hHR]
    abel
  have hR' : reducedResolvent threeLevel_isHermitian 0 = -threeLevel := by
    rw [hP', sub_mul, one_mul, hHR] at h5
    exact sub_eq_zero.mp h5
  have hP : levelProjector threeLevel_isHermitian 0 = !![1, 0, 0; 0, 1, 0; 0, 0, 0] := by
    rw [hP']
    ext i j
    fin_cases i <;> fin_cases j <;> simp [threeLevel]
  have hR : reducedResolvent threeLevel_isHermitian 0 = !![0, 0, 0; 0, 0, 0; 0, 0, -1] := by
    rw [hR']
    ext i j
    fin_cases i <;> fin_cases j <;> simp [threeLevel]
  dsimp only
  rw [hP, hR]
  simp only [← mulVec_mulVec]
  refine ⟨?_, ?_, ?_, ?_, ?_, ?_⟩
  · ext i j
    fin_cases i <;> fin_cases j <;> simp [coupling, conjTranspose_apply]
  · ext i j
    fin_cases i <;> fin_cases j <;> simp [coupling, Matrix.mul_apply, Fin.sum_univ_succ]
  all_goals
    funext i
    fin_cases i <;> simp [coupling, mulVec, dotProduct, Fin.sum_univ_succ] <;>
      first
        | ring1
        | (ring_nf; simp)

end

end DegenerateSecondOrder
```

```lean
#print axioms DegenerateSecondOrder.levelProjector_fixes_iff
#print axioms DegenerateSecondOrder.exists_corrections_iff
#print axioms DegenerateSecondOrder.orthogonal_of_ne
```

```
'DegenerateSecondOrder.levelProjector_fixes_iff' depends on axioms: [propext, Classical.choice, Quot.sound]
'DegenerateSecondOrder.exists_corrections_iff' depends on axioms: [propext, Classical.choice, Quot.sound]
'DegenerateSecondOrder.orthogonal_of_ne' depends on axioms: [propext, Classical.choice, Quot.sound]
```

## How the theorems map to the physics

The finite type `n` labels the basis states, and `*ᵥ` applies a matrix to a vector. `spectralFn` forms a real function of H0 in its eigenbasis; `levelProjector` and `reducedResolvent` are two such functions, so P and R are constructed from H0 and their relations are proved. `SolvesFirst` and `SolvesSecond` are the two perturbation equations, with the H0 terms on the left.

In `exists_corrections_iff`, `hV` is the condition PVP = E1 P and `h0` places ψ0 in the level. By `levelProjector_fixes_iff`, `h0` is the same as H0ψ0 = E0ψ0. V may be any complex matrix, and E1 and E2 may be complex; only `orthogonal_of_ne` requires Hermitian V and real second-order energies.

The sign convention is E0 − H0 in the denominator, so a code that stores the inverse of H0 − E0 must change the sign. No normalisation is imposed on ψ0, ψ1 or ψ2. The zero vector is allowed as ψ0 and satisfies the condition for every E2; a nonzero ψ0 makes E2 an eigenvalue.

## How the proof follows the algebra

`spectralFn_calculus` shows that functions of H0 add and multiply pointwise. `resolvent_relations` uses this to reduce each relation for P and R to an identity in one energy x, checked separately for x = E0 and x ≠ E0.

`solvesFirst_iff` applies R to the first-order equation in one direction and rebuilds that equation in the other. In `exists_corrections_iff`, the line `congrArg (P *ᵥ ·) h2` is the projection of the second-order equation, and the converse supplies the explicit ψ1 and ψ2 given above. The calls to `linear_combination (norm := module)` then check that the collected vector equations add up to the goal.

`spectralFn_isHermitian` makes P and R Hermitian, which `orthogonal_of_ne` needs for the two-sided evaluation. `threeLevel_witness` uses H0² = H0 to find P = 1 − H0 and R = −H0, then checks the example entry by entry.

## Limits for a production calculation

The equivalence concerns exact matrices and two orders of the expansion. It gives no error bound for finite λ and no statement about convergence or rounding. A level partly split at first order fails `hV` and needs a different treatment. If K has a repeated eigenvalue, the second-order condition leaves the choice of states within that eigenspace open.
